# Real, nonzero RPA eigenvalues when A + B and A − B are positive definite

A matrix of the random-phase approximation (RPA) with real blocks $A$ and $B$ can have imaginary eigenvalues, and the linearised response then contains a mode that grows exponentially instead of oscillating. If $A+B$ and $A-B$ are both positive definite, this cannot happen: every complex eigenvalue is real and nonzero.

```lean
import Mathlib

open Matrix

namespace RPAStability

noncomputable section

variable {n : Type*}

/-- A real matrix regarded as a complex matrix. -/
def toC (S : Matrix n n ℝ) : Matrix n n ℂ := S.map (fun r : ℝ => (r : ℂ))

/-- The RPA matrix `[[A, B], [-B, -A]]`, regarded as a complex matrix. -/
def rpaMatrix (A B : Matrix n n ℝ) : Matrix (n ⊕ n) (n ⊕ n) ℂ :=
  fromBlocks (toC A) (toC B) (-toC B) (-toC A)

variable [Fintype n]

/-- The amplitudes `(X, Y)` form an eigenvector of the RPA matrix with eigenvalue `ω`. -/
def IsMode (A B : Matrix n n ℝ) (ω : ℂ) (X Y : n → ℂ) : Prop :=
  Sum.elim X Y ≠ 0 ∧ rpaMatrix A B *ᵥ Sum.elim X Y = ω • Sum.elim X Y

/-- The RPA norm: the sum of `|X i|² - |Y i|²`. -/
def rpaNorm (X Y : n → ℂ) : ℝ := ∑ i, (Complex.normSq (X i) - Complex.normSq (Y i))

variable {A B : Matrix n n ℝ} {ω : ℂ} {X Y : n → ℂ}

/-- The RPA eigenvalue problem written as two coupled equations for `X` and `Y`. -/
theorem isMode_iff : IsMode A B ω X Y ↔ (X ≠ 0 ∨ Y ≠ 0) ∧
    toC A *ᵥ X + toC B *ᵥ Y = ω • X ∧ -(toC B *ᵥ X) - toC A *ᵥ Y = ω • Y := by
  have key : ∀ a b c d : n → ℂ, Sum.elim a b = Sum.elim c d ↔ a = c ∧ b = d :=
    fun a b c d => ⟨fun h => ⟨funext fun i => congrFun h (Sum.inl i),
      funext fun i => congrFun h (Sum.inr i)⟩, by rintro ⟨rfl, rfl⟩; rfl⟩
  have hs : ω • Sum.elim X Y = Sum.elim (ω • X) (ω • Y) := by
    ext i; cases i <;> rfl
  have h0 : (0 : n ⊕ n → ℂ) = Sum.elim (0 : n → ℂ) (0 : n → ℂ) := by
    ext i; cases i <;> rfl
  unfold IsMode rpaMatrix
  rw [fromBlocks_mulVec, hs, h0]
  simp only [ne_eq, key, Sum.elim_comp_inl, Sum.elim_comp_inr, neg_mulVec, not_and_or,
    sub_eq_add_neg]

/-- The sum and difference of the amplitudes are coupled through `A - B` and `A + B`. -/
theorem sum_difference (h : IsMode A B ω X Y) :
    toC (A - B) *ᵥ (X - Y) = ω • (X + Y) ∧ toC (A + B) *ᵥ (X + Y) = ω • (X - Y) := by
  obtain ⟨-, h1, h2⟩ := isMode_iff.mp h
  have hm : toC (A - B) = toC A - toC B := by ext i j; simp [toC]
  have hp : toC (A + B) = toC A + toC B := by ext i j; simp [toC]
  constructor
  · rw [hm, sub_mulVec, mulVec_sub, mulVec_sub, smul_add, ← h1, ← h2]
    abel
  · rw [hp, add_mulVec, mulVec_add, mulVec_add, smul_sub, ← h1, ← h2]
    abel

/-- The quadratic form of a real positive definite matrix is real and nonnegative on complex
vectors, and positive on nonzero ones. -/
theorem complex_form_pos {S : Matrix n n ℝ} (hS : S.PosDef) (x : n → ℂ) :
    ∃ e : ℝ, star x ⬝ᵥ toC S *ᵥ x = (e : ℂ) ∧ 0 ≤ e ∧ (x ≠ 0 → 0 < e) := by
  let p : n → ℝ := fun i => (x i).re
  let q : n → ℝ := fun i => (x i).im
  have hre : ∀ i, ((toC S *ᵥ x) i).re = (S *ᵥ p) i := by
    intro i; simp [toC, mulVec, dotProduct, p]
  have him : ∀ i, ((toC S *ᵥ x) i).im = (S *ᵥ q) i := by
    intro i; simp [toC, mulVec, dotProduct, q]
  have ht : Sᵀ = S := by
    ext i j; simpa using hS.isHermitian.apply i j
  -- symmetry removes the imaginary part
  have hsymm : p ⬝ᵥ S *ᵥ q = q ⬝ᵥ S *ᵥ p := by
    rw [Matrix.dotProduct_mulVec, ← mulVec_transpose, ht, dotProduct_comm]
  have hn : ∀ u : n → ℝ, 0 ≤ u ⬝ᵥ S *ᵥ u := fun u => by
    simpa only [star_trivial] using hS.posSemidef.dotProduct_mulVec_nonneg u
  have hpos : ∀ u : n → ℝ, u ≠ 0 → 0 < u ⬝ᵥ S *ᵥ u := fun u hu => by
    simpa only [star_trivial] using hS.dotProduct_mulVec_pos hu
  refine ⟨p ⬝ᵥ S *ᵥ p + q ⬝ᵥ S *ᵥ q, ?_, add_nonneg (hn p) (hn q), fun hx => ?_⟩
  · apply Complex.ext
    · rw [Complex.ofReal_re]
      simp only [dotProduct, Complex.re_sum, Pi.star_apply, Complex.mul_re, Complex.star_def,
        Complex.conj_re, Complex.conj_im, hre, him, ← Finset.sum_add_distrib]
      refine Finset.sum_congr rfl fun i _ => ?_
      simp only [p, q]
      ring
    · rw [Complex.ofReal_im]
      have h : ∑ i, (x i).re * (S *ᵥ q) i = ∑ i, (x i).im * (S *ᵥ p) i := hsymm
      simp only [dotProduct, Complex.im_sum, Pi.star_apply, Complex.mul_im, Complex.star_def,
        Complex.conj_re, Complex.conj_im, hre, him, Finset.sum_add_distrib, neg_mul,
        Finset.sum_neg_distrib]
      linarith
  · by_cases hp : p = 0
    · have hq : q ≠ 0 := fun hq =>
        hx (funext fun i => Complex.ext (congrFun hp i) (congrFun hq i))
      linarith [hn p, hpos q hq]
    · linarith [hn q, hpos p hp]

/-- If `A + B` and `A - B` are positive definite, the eigenvalue times the RPA norm of its mode is a
positive real number. -/
theorem energy_balance (hp : (A + B).PosDef) (hm : (A - B).PosDef) (h : IsMode A B ω X Y) :
    ∃ e : ℝ, 0 < e ∧ ω * (rpaNorm X Y : ℂ) = (e : ℂ) := by
  obtain ⟨hd, hs⟩ := sum_difference h
  obtain ⟨e₁, h1, n1, p1⟩ := complex_form_pos hm (X - Y)
  obtain ⟨e₂, h2, n2, p2⟩ := complex_form_pos hp (X + Y)
  rw [hd, dotProduct_smul, smul_eq_mul] at h1
  rw [hs, dotProduct_smul, smul_eq_mul] at h2
  -- the two overlaps add up to twice the RPA norm
  have hN : star (X + Y) ⬝ᵥ (X - Y) + star (X - Y) ⬝ᵥ (X + Y) = 2 * (rpaNorm X Y : ℂ) := by
    simp only [dotProduct, rpaNorm, Complex.ofReal_sum, Finset.mul_sum,
      ← Finset.sum_add_distrib]
    refine Finset.sum_congr rfl fun i _ => ?_
    simp only [Pi.star_apply, Pi.add_apply, Pi.sub_apply, star_add, star_sub,
      Complex.star_def, Complex.ofReal_sub, Complex.normSq_eq_conj_mul_self]
    ring
  refine ⟨(e₁ + e₂) / 2, ?_, ?_⟩
  · by_cases hQ : X - Y = 0
    · have hP : X + Y ≠ 0 := by
        intro hP
        have hX : X = 0 := funext fun i => by
          have a : X i + Y i = 0 := congrFun hP i
          have b : X i - Y i = 0 := congrFun hQ i
          show X i = 0
          linear_combination (a + b) / 2
        have hY : Y = 0 := by rw [← sub_eq_zero.mp hQ, hX]
        exact (isMode_iff.mp h).1.elim (fun k => k hX) (fun k => k hY)
      linarith [p2 hP]
    · linarith [p1 hQ]
  · push_cast
    linear_combination (h1 + h2) / 2 - ω / 2 * hN

/-- If `A + B` and `A - B` are positive definite, every complex eigenvalue of the RPA matrix is
real and nonzero. -/
theorem eigenvalue_real_ne_zero (hp : (A + B).PosDef) (hm : (A - B).PosDef)
    (h : IsMode A B ω X Y) : ω.im = 0 ∧ ω ≠ 0 := by
  obtain ⟨e, he, heq⟩ := energy_balance hp hm h
  have hre : ω.re * rpaNorm X Y = e := by simpa using congrArg Complex.re heq
  have him : ω.im * rpaNorm X Y = 0 := by
    simpa only [Complex.mul_im, Complex.ofReal_re, Complex.ofReal_im, mul_zero, zero_add]
      using congrArg Complex.im heq
  constructor
  · refine (mul_eq_zero.mp him).resolve_right fun h0 => ?_
    rw [h0, mul_zero] at hre
    linarith
  · intro h0
    rw [h0, Complex.zero_re, zero_mul] at hre
    linarith

/-- If `A + B` and `A - B` are positive definite, the eigenvalue of a mode has positive real part
exactly when the RPA norm of the mode is positive. -/
theorem frequency_pos_iff (hp : (A + B).PosDef) (hm : (A - B).PosDef)
    (h : IsMode A B ω X Y) : 0 < ω.re ↔ 0 < rpaNorm X Y := by
  obtain ⟨e, he, heq⟩ := energy_balance hp hm h
  have hre : ω.re * rpaNorm X Y = e := by simpa using congrArg Complex.re heq
  constructor <;> intro hpos <;> by_contra hc <;> nlinarith [not_lt.mp hc]

/-- Exchanging `X` and `Y` turns a mode at `ω` into a mode at `-ω`. -/
theorem paired_mode (h : IsMode A B ω X Y) : IsMode A B (-ω) Y X := by
  obtain ⟨h0, h1, h2⟩ := isMode_iff.mp h
  refine isMode_iff.mpr ⟨h0.symm, ?_, ?_⟩
  · rw [neg_smul, ← h2]
    abel
  · rw [neg_smul, ← h1]
    abel

/-- For a single transition, with real numbers `a` and `b` as blocks, the eigenvalues are exactly
the solutions of `ω² = a² - b²`. -/
theorem single_transition (a b : ℝ) (ω : ℂ) :
    (∃ X Y, IsMode !![a] !![b] ω X Y) ↔ ω ^ 2 = (a : ℂ) ^ 2 - (b : ℂ) ^ 2 := by
  have hm : ∀ (c : ℝ) (Z : Fin 1 → ℂ), toC !![c] *ᵥ Z = (c : ℂ) • Z := by
    intro c Z
    ext i
    fin_cases i
    simp [toC, mulVec, dotProduct]
  simp only [isMode_iff, hm]
  constructor
  · rintro ⟨X, Y, h0, h1, h2⟩
    -- eliminate one amplitude in favour of the other
    have hX : (ω ^ 2 - ((a : ℂ) ^ 2 - (b : ℂ) ^ 2)) • X = 0 := by
      linear_combination (norm := module) (-(ω + a)) • h1 - (b : ℂ) • h2
    have hY : (ω ^ 2 - ((a : ℂ) ^ 2 - (b : ℂ) ^ 2)) • Y = 0 := by
      linear_combination (norm := module) (b : ℂ) • h1 - (ω - a) • h2
    rcases h0 with h0 | h0
    · exact sub_eq_zero.mp ((smul_eq_zero.mp hX).resolve_right h0)
    · exact sub_eq_zero.mp ((smul_eq_zero.mp hY).resolve_right h0)
  · intro hω
    by_cases h : b = 0 ∧ ω = (a : ℂ)
    · refine ⟨fun _ => 1, 0, Or.inl fun k => one_ne_zero (congrFun k 0), ?_, ?_⟩
      · ext i; simp [h.2]
      · ext i; simp [h.1]
    · refine ⟨fun _ => (b : ℂ), fun _ => ω - a, not_and_or.mp fun k => h
        ⟨by simpa using congrFun k.1 0, sub_eq_zero.mp (congrFun k.2 0)⟩, ?_, ?_⟩
      · funext i
        simp only [Pi.add_apply, Pi.smul_apply, smul_eq_mul]
        ring
      · funext i
        simp only [Pi.sub_apply, Pi.neg_apply, Pi.smul_apply, smul_eq_mul]
        linear_combination -hω

/-- For a single transition with `a² < b²`, every eigenvalue is purely imaginary and nonzero. -/
theorem single_transition_unstable {a b : ℝ} (hab : a ^ 2 < b ^ 2) {ω : ℂ} {X Y : Fin 1 → ℂ}
    (h : IsMode !![a] !![b] ω X Y) : ω.re = 0 ∧ ω.im ≠ 0 := by
  have h2 := (single_transition a b ω).mp ⟨X, Y, h⟩
  have h3 : ω * ω = ((a ^ 2 - b ^ 2 : ℝ) : ℂ) := by
    push_cast
    linear_combination h2
  have hre := congrArg Complex.re h3
  have him := congrArg Complex.im h3
  rw [Complex.mul_re, Complex.ofReal_re] at hre
  rw [Complex.mul_im, Complex.ofReal_im] at him
  have hi : ω.im ≠ 0 := by
    intro h0
    rw [h0] at hre
    nlinarith [sq_nonneg ω.re]
  have hprod : ω.re * ω.im = 0 := by linarith
  exact ⟨(mul_eq_zero.mp hprod).resolve_right hi, hi⟩

end

end RPAStability
```

```lean
#print axioms RPAStability.eigenvalue_real_ne_zero
#print axioms RPAStability.frequency_pos_iff
#print axioms RPAStability.paired_mode
#print axioms RPAStability.single_transition_unstable
```

```
'RPAStability.eigenvalue_real_ne_zero' depends on axioms: [propext, Classical.choice, Quot.sound]
'RPAStability.frequency_pos_iff' depends on axioms: [propext, Classical.choice, Quot.sound]
'RPAStability.paired_mode' depends on axioms: [propext, Classical.choice, Quot.sound]
'RPAStability.single_transition_unstable' depends on axioms: [propext, Classical.choice, Quot.sound]
```

## Complex modes of a real matrix

The matrix in question is

$$M=\begin{pmatrix}A&B\\-B&-A\end{pmatrix},$$

where $A$ and $B$ are real square matrices whose rows and columns are labelled by a finite set `n`. The map `toC` turns a real matrix into a complex one with the same entries, and `rpaMatrix A B` is $M$ built from such blocks. The eigenvalue $\omega$ and the amplitudes $X$, $Y$ are complex from the start, so the reality of $\omega$ is a conclusion and not a matter of its type.

`IsMode A B ω X Y` says that the stacked vector $(X,Y)$ is nonzero and that $M$ maps it to $\omega(X,Y)$. The main theorem, `eigenvalue_real_ne_zero`, takes such a mode together with `(A + B).PosDef` and `(A - B).PosDef`, and concludes `ω.im = 0 ∧ ω ≠ 0`. In Mathlib, positive definiteness of a real matrix includes its symmetry. Hence $A+B$ and $A-B$ are symmetric, and so are $A$ and $B$, without a separate hypothesis.

The quantity that controls the sign of $\omega$ is the RPA norm, `rpaNorm X Y`:

$$N=\sum_i\left(|X_i|^2-|Y_i|^2\right).$$

It can be negative, and no normalisation of the amplitudes is assumed. Under the same two definiteness hypotheses, `energy_balance` states that $\omega N$ is a positive real number, and `frequency_pos_iff` that $\omega$ has positive real part exactly when $N>0$. `paired_mode` needs no definiteness: exchanging $X$ and $Y$, without complex conjugation, turns a mode at $\omega$ into one at $-\omega$.

## Stability as a condition on two Hessians

The labels in `n` stand for single excitations from an occupied to an empty orbital. The block $A$ holds the orbital energy differences and the coupling among excitations, while $B$ couples excitations to de-excitations. When $A+B$ and $A-B$ are positive definite, the positive eigenvalues are the excitation energies of the model, in units with $\hbar=1$.

For a self-consistent mean field with real orbitals, where the first derivatives of the energy vanish, $A+B$ and $A-B$ are, up to a positive factor, the second derivatives of the energy with respect to real and imaginary orbital rotations. Their positive definiteness means that the energy rises to second order under every such rotation in the space considered. This is the sense of "stable" here. It is a hypothesis on the two matrices; they are not computed from orbitals or from an energy functional.

The result applies to time-dependent Hartree–Fock, adiabatic linear-response TDDFT and the Bethe–Salpeter equation with a static kernel, provided that the problem has this real, finite block form. Complex blocks and frequency-dependent kernels are not covered. Nor do the theorems supply a complete set of eigenvectors.

The condition is sufficient but not necessary. For one transition with $A=-1$ and $B=0$, both combinations are negative, yet the eigenvalues are $\pm1$.

## From two coupled equations to a positive number

Written out, the eigenvalue equation is

$$AX+BY=\omega X,\qquad -BX-AY=\omega Y.$$

Set $P=X+Y$ and $Q=X-Y$. Adding the two equations, and subtracting the second from the first, gives

$$(A-B)Q=\omega P,\qquad (A+B)P=\omega Q.$$

Next, let $S$ be a real positive definite matrix and $x=p+iq$ a complex vector with real $p$ and $q$. Then

$$x^\dagger Sx=p^TSp+q^TSq+i\,(p^TSq-q^TSp).$$

The bracket vanishes because $S$ is symmetric. What remains is real and nonnegative, and it is positive if $x\neq0$, since then $p$ or $q$ is nonzero.

Now contract the first equation with $Q^\dagger$ and the second with $P^\dagger$, and call the results $e_1$ and $e_2$:

$$e_1=Q^\dagger(A-B)Q=\omega\,Q^\dagger P,\qquad e_2=P^\dagger(A+B)P=\omega\,P^\dagger Q.$$

The two overlaps are

$$Q^\dagger P=N+X^\dagger Y-Y^\dagger X,\qquad P^\dagger Q=N-X^\dagger Y+Y^\dagger X.$$

The cross terms cancel in the sum, so that

$$\omega N=e,\qquad e=\frac{e_1+e_2}{2}.$$

If $P$ and $Q$ were both zero, $X$ and $Y$ would be zero too, which a mode excludes. At least one of $e_1$, $e_2$ is therefore positive and the other is nonnegative, so $e>0$.

The real part of $\omega N=e$ reads $\operatorname{Re}(\omega)\,N=e>0$, so neither $N$ nor $\operatorname{Re}\omega$ vanishes, and the two have the same sign. The imaginary part reads $\operatorname{Im}(\omega)\,N=0$, so $\operatorname{Im}\omega=0$. For amplitudes scaled to $N=1$ the eigenvalue is $e$ itself, and for $N=-1$ it is $-e$.

## The same steps in Lean

`isMode_iff` splits the block equation into the two coupled equations. `sum_difference` forms their sum and difference: it replaces $\omega X$ and $\omega Y$ by the left-hand sides, and `abel` collects the terms.

`complex_form_pos` is the statement about $x^\dagger Sx$. Its facts `hre` and `him` say that a real matrix acts separately on real and imaginary parts, and `hsymm` is the equality $p^TSq=q^TSp$. The final case distinction asks whether $p$ is zero.

`energy_balance` applies this lemma to $Q$ and to $P$. The fact `hN` records that the overlaps add up to $2N$, and the closing `linear_combination` takes half the sum of the two contracted equations. The case distinction on `X - Y = 0` shows that $e$ is positive. `eigenvalue_real_ne_zero` then takes real and imaginary parts as above, and `frequency_pos_iff` compares signs in the real part. For `paired_mode`, the two coupled equations change places after a change of sign.

## One transition, stable or not

With a single transition, $A$ and $B$ are real numbers $a$ and $b$, and `single_transition` states that the eigenvalues are exactly the solutions of $\omega^2=a^2-b^2$. The equations are

$$(\omega-a)X=bY,\qquad(\omega+a)Y=-bX.$$

Multiplying the first by $\omega+a$ and inserting the second gives $(\omega^2-a^2+b^2)X=0$. Multiplying the second by $\omega-a$ and inserting the first gives the same equation for $Y$. Since one amplitude is nonzero, the factor vanishes. These are the eliminations `hX` and `hY`.

Conversely, if $\omega^2=a^2-b^2$, then $X=b$, $Y=\omega-a$ solves both equations. This pair is zero only when $b=0$ and $\omega=a$, and in that case $X=1$, $Y=0$ is a mode.

If $a^2<b^2$, then $(a+b)(a-b)<0$, so one of the two stability conditions fails. Here $\omega^2$ is a negative real number, and

$$\omega=\pm i\sqrt{b^2-a^2}.$$

`single_transition_unstable` states that every mode then has zero real part and nonzero imaginary part. Its proof compares real and imaginary parts of $\omega^2=a^2-b^2$: a vanishing $\operatorname{Im}\omega$ would make the square of $\operatorname{Re}\omega$ negative, and the imaginary part of the equation then forces $\operatorname{Re}\omega=0$. With the time factor $e^{-i\omega t}$, the eigenvalue on the positive imaginary axis belongs to the growing mode.
